# The sine bracket on torus Fourier modes is a Lie bracket and tends to the Poisson bracket

Let $e_m$, with $m=(m_1,m_2)\in\mathbb Z^2$, be the Fourier modes on a two-dimensional torus, and let $\omega(m,n)=m_1n_2-m_2n_1$. For every real $k\neq0$, the bilinear bracket

$$[e_m,e_n]_k=\frac{\sin(k\,\omega(m,n))}{k}\,e_{m+n}$$

is a Lie bracket on finite complex combinations of modes. As $k\to0$, its structure constants tend to the Poisson constants $\omega(m,n)$, and each Fourier coefficient of $[x,y]_k$ tends to that of the Poisson bracket of $x$ and $y$, taken with the sign convention $\{e_m,e_n\}=\omega(m,n)\,e_{m+n}$.

## Sine constants in mode-based codes

Sine-bracket truncations of two-dimensional ideal flow use constants of this form, with wave vectors identified modulo an integer; the result here concerns the infinite set of modes before that identification. In quantum mechanics, the bracket is a rescaled commutator of the operators that represent Fourier modes in position and momentum. In dimensionless variables with $[\hat q,\hat p]=i\hbar$, the operators $T_m=e^{i(m_1\hat q+m_2\hat p)}$ satisfy $\frac{i}{\hbar}[T_m,T_n]=\frac{\sin(k\,\omega(m,n))}{k}\,T_{m+n}$ with $k=\hbar/2$.

## Cancellation in the Jacobi sum

Since $\omega(n,m)=-\omega(m,n)$ and sine is odd, the bracket is antisymmetric on modes, hence by bilinearity on all elements. Then $2[x,x]_k=0$, so $[x,x]_k=0$.

For the Jacobi identity, set $\alpha=\omega(m,n)$, $\beta=\omega(n,p)$ and $\gamma=\omega(p,m)$. Bilinearity gives

$$\omega(m,n+p)=\alpha-\gamma,\quad \omega(n,p+m)=\beta-\alpha,\quad \omega(p,m+n)=\gamma-\beta .$$

All three double brackets are multiples of $e_{m+n+p}$, and their coefficients sum to $1/k^2$ times

$$\sin k\beta\,\sin k(\alpha-\gamma)+\sin k\gamma\,\sin k(\beta-\alpha)+\sin k\alpha\,\sin k(\gamma-\beta).$$

Expanding each difference by $\sin(u-v)=\sin u\cos v-\cos u\sin v$ gives six products that cancel in pairs. Linearity in each argument extends the identity to all elements.

For the limit, write $\sin(k\omega)/k=\omega\,\mathrm{sinc}(k\omega)$, with $\mathrm{sinc}\,t=\sin t/t$ and $\mathrm{sinc}\,0=1$. This is continuous in $k$ and equals $\omega$ at $k=0$. A Fourier coefficient of $[x,y]_k$ is a finite sum of such terms, so it converges too.

If $kN=\pi$ for an integer $N$, then $k\,\omega(Nm,n)=\pi\,\omega(m,n)$ and the sine vanishes: $e_{Nm}$ commutes with everything. The same holds if $kN=2\pi$, and then the constants depend only on the wave vectors modulo $N$, so they are compatible with the identification mentioned above; for $kN=\pi$ a shift by $N$ times an integer vector can change their sign. Under the Poisson bracket only $e_0$ does so among the modes, as testing against $e_{(0,1)}$ and $e_{(1,0)}$ shows.

## A worked triple, and a Taylor polynomial that breaks Jacobi

Take $m=(1,0)$, $n=(0,1)$, $p=(1,-2)$, so that $\alpha=1$, $\beta=-1$, $\gamma=2$. At $k=\pi/6$ the three sine products are $\tfrac14$, $-\tfrac34$ and $\tfrac12$, which sum to zero.

Antisymmetry alone is not enough. Replace $\sin(k\omega)/k$ by its cubic Taylor polynomial $\omega-k^2\omega^3/6$, which is still odd in $\omega$. For the same triple the Jacobi sum is $-k^4e_{(2,-1)}$, which is nonzero for $k\neq0$. With these constants the bracket on the full set of modes is therefore not a Lie bracket.

## The Lean file

```lean
import Mathlib

open Filter Topology

namespace SineBracketTorus

noncomputable section

/-- Finite complex combinations of Fourier modes on the two-dimensional torus. -/
abbrev Modes := (ℤ × ℤ) →₀ ℂ

/-- The Fourier mode with wave vector `m`. -/
def mode (m : ℤ × ℤ) : Modes := Finsupp.single m 1

/-- The symplectic area `m₁ n₂ - m₂ n₁` of two wave vectors. -/
def symp (m n : ℤ × ℤ) : ℤ := m.1 * n.2 - m.2 * n.1

/-- The bilinear product sending the modes `m`, `n` to `c m n` times the mode `m + n`. -/
def twisted (c : ℤ × ℤ → ℤ × ℤ → ℂ) : Modes →ₗ[ℂ] Modes →ₗ[ℂ] Modes :=
  Finsupp.linearCombination ℂ fun m =>
    Finsupp.linearCombination ℂ fun n => c m n • mode (m + n)

/-- The structure constant `ω sinc (k ω)` of the sine bracket, with `ω` the symplectic area. -/
def sineCoeff (k : ℝ) (m n : ℤ × ℤ) : ℝ := symp m n * Real.sinc (k * symp m n)

/-- The sine bracket with deformation parameter `k`. -/
def sineBracket (k : ℝ) : Modes →ₗ[ℂ] Modes →ₗ[ℂ] Modes :=
  twisted fun m n => (sineCoeff k m n : ℂ)

/-- The torus Poisson bracket, with structure constants `m₁ n₂ - m₂ n₁`. -/
def poissonBracket : Modes →ₗ[ℂ] Modes →ₗ[ℂ] Modes :=
  twisted fun m n => (symp m n : ℂ)

/-- A bilinear product is a Lie bracket if it is alternating and obeys the Jacobi identity. -/
structure IsLieBracket (B : Modes →ₗ[ℂ] Modes →ₗ[ℂ] Modes) : Prop where
  alternating : ∀ x, B x x = 0
  jacobi : ∀ x y z, B x (B y z) + B y (B z x) + B z (B x y) = 0

/-- A property that holds for zero and for multiples of modes, and is stable under sums,
holds for every combination of modes. -/
theorem mode_induction {P : Modes → Prop} (x : Modes) (zero : P 0)
    (add : ∀ x y, P x → P y → P (x + y)) (smul : ∀ (a : ℂ) m, P (a • mode m)) : P x := by
  refine Finsupp.induction_linear x zero add fun m a => ?_
  simpa [mode] using smul a m

/-- The product of two modes is the structure constant times the mode of the summed wave
vectors. -/
theorem twisted_mode (c : ℤ × ℤ → ℤ × ℤ → ℂ) (m n : ℤ × ℤ) :
    twisted c (mode m) (mode n) = c m n • mode (m + n) := by
  simp [twisted, mode, Finsupp.linearCombination_single]

/-- Antisymmetric structure constants that satisfy the cyclic identity define a Lie bracket. -/
theorem twisted_isLieBracket {c : ℤ × ℤ → ℤ × ℤ → ℂ} (hanti : ∀ m n, c n m = -c m n)
    (hjac : ∀ m n p, c n p * c m (n + p) + c p m * c n (p + m) + c m n * c p (m + n) = 0) :
    IsLieBracket (twisted c) := by
  constructor
  · -- antisymmetry on modes extends to all elements
    have anti : ∀ x y, twisted c x y + twisted c y x = 0 := by
      intro x y
      induction x using mode_induction with
      | zero => simp only [map_zero, LinearMap.zero_apply, add_zero]
      | add x x' hx hx' =>
        simp only [map_add, LinearMap.add_apply]
        linear_combination (norm := module) hx + hx'
      | smul a m =>
        induction y using mode_induction with
        | zero => simp only [map_zero, LinearMap.zero_apply, add_zero]
        | add y y' hy hy' =>
          simp only [map_add, LinearMap.add_apply]
          linear_combination (norm := module) hy + hy'
        | smul b n =>
          simp only [map_smul, LinearMap.smul_apply, twisted_mode]
          rw [hanti m n, add_comm n m]
          module
    intro x
    have h : (2 : ℂ) • twisted c x x = 0 := by rw [two_smul]; exact anti x x
    exact (smul_eq_zero.mp h).resolve_left two_ne_zero
  · -- by trilinearity the Jacobi identity needs checking on modes only
    intro x y z
    induction x using mode_induction with
    | zero => simp only [map_zero, LinearMap.zero_apply, add_zero]
    | add x x' hx hx' =>
      simp only [map_add, LinearMap.add_apply]
      linear_combination (norm := module) hx + hx'
    | smul a m =>
      induction y using mode_induction with
      | zero => simp only [map_zero, LinearMap.zero_apply, add_zero]
      | add y y' hy hy' =>
        simp only [map_add, LinearMap.add_apply] at *
        linear_combination (norm := module) hy + hy'
      | smul b n =>
        induction z using mode_induction with
        | zero => simp only [map_zero, LinearMap.zero_apply, add_zero]
        | add z z' hz hz' =>
          simp only [map_add, LinearMap.add_apply] at *
          linear_combination (norm := module) hz + hz'
        | smul d p =>
          simp only [map_smul, LinearMap.smul_apply, twisted_mode]
          have h1 : n + (p + m) = m + (n + p) := by abel
          have h2 : p + (m + n) = m + (n + p) := by abel
          rw [h1, h2]
          calc _ = (a * b * d * (c n p * c m (n + p) + c p m * c n (p + m)
                + c m n * c p (m + n))) • mode (m + (n + p)) := by module
            _ = 0 := by rw [hjac m n p, mul_zero, zero_smul]

/-- For nonzero `k` the structure constant is `sin (k ω) / k`, with `ω` the symplectic area. -/
theorem sineCoeff_of_ne {k : ℝ} (hk : k ≠ 0) (m n : ℤ × ℤ) :
    sineCoeff k m n = Real.sin (k * symp m n) / k := by
  unfold sineCoeff
  by_cases h : (symp m n : ℝ) = 0
  · simp [h]
  · rw [Real.sinc_of_ne_zero (mul_ne_zero hk h)]
    field_simp

/-- For nonzero `k` the sine bracket of two modes is
`sin (k (m₁ n₂ - m₂ n₁)) / k` times the mode `m + n`. -/
theorem sineBracket_mode {k : ℝ} (hk : k ≠ 0) (m n : ℤ × ℤ) :
    sineBracket k (mode m) (mode n)
      = ((Real.sin (k * (m.1 * n.2 - m.2 * n.1)) / k : ℝ) : ℂ) • mode (m + n) := by
  rw [sineBracket, twisted_mode, sineCoeff_of_ne hk]
  simp only [symp, Int.cast_sub, Int.cast_mul]

/-- The sine bracket is a Lie bracket for every real `k`. -/
theorem sineBracket_isLieBracket (k : ℝ) : IsLieBracket (sineBracket k) := by
  refine twisted_isLieBracket (c := fun m n => (sineCoeff k m n : ℂ)) ?_ ?_
  · intro m n
    have h : symp n m = -symp m n := by simp only [symp]; ring
    simp [sineCoeff, h, Real.sinc_neg]
  · intro m n p
    have hadd : ∀ m n p : ℤ × ℤ, symp m (n + p) = symp m n - symp p m := by
      intro m n p
      simp only [symp, Prod.fst_add, Prod.snd_add]
      ring
    have h : sineCoeff k n p * sineCoeff k m (n + p) + sineCoeff k p m * sineCoeff k n (p + m)
        + sineCoeff k m n * sineCoeff k p (m + n) = 0 := by
      rcases eq_or_ne k 0 with rfl | hk
      · simp only [sineCoeff, zero_mul, Real.sinc_zero, mul_one, hadd, Int.cast_sub]
        ring
      · -- the subtraction formula makes the six products cancel in pairs
        simp only [sineCoeff_of_ne hk, hadd, Int.cast_sub, mul_sub, Real.sin_sub]
        ring
    exact_mod_cast h

/-- As `k` tends to zero, the sine structure constants tend to the Poisson ones. -/
theorem sine_coefficient_tendsto (m n : ℤ × ℤ) :
    Tendsto (fun k : ℝ => Real.sin (k * symp m n) / k) (𝓝[≠] 0) (𝓝 (symp m n : ℝ)) := by
  have hc : Continuous fun k : ℝ => sineCoeff k m n := by
    unfold sineCoeff
    exact continuous_const.mul (Real.continuous_sinc.comp (continuous_id.mul continuous_const))
  have h0 : sineCoeff 0 m n = symp m n := by simp [sineCoeff]
  have h := (hc.tendsto 0).mono_left (nhdsWithin_le_nhds (s := {0}ᶜ))
  rw [h0] at h
  refine h.congr' ?_
  filter_upwards [self_mem_nhdsWithin] with k hk
  exact sineCoeff_of_ne hk m n

/-- As `k` tends to zero, each Fourier coefficient of the sine bracket of two elements tends to
that of their Poisson bracket. -/
theorem sineBracket_classical_limit (x y : Modes) (q : ℤ × ℤ) :
    Tendsto (fun k : ℝ => sineBracket k x y q) (𝓝[≠] 0) (𝓝 (poissonBracket x y q)) := by
  induction x using mode_induction with
  | zero =>
    simp only [map_zero, LinearMap.zero_apply]
    exact tendsto_const_nhds
  | add x x' hx hx' =>
    simp only [map_add, LinearMap.add_apply, Finsupp.add_apply]
    exact hx.add hx'
  | smul a m =>
    induction y using mode_induction with
    | zero =>
      simp only [map_zero]
      exact tendsto_const_nhds
    | add y y' hy hy' =>
      simp only [map_add, Finsupp.add_apply]
      exact hy.add hy'
    | smul b n =>
      have hc : Tendsto (fun k : ℝ => (sineCoeff k m n : ℂ)) (𝓝[≠] 0) (𝓝 (symp m n : ℂ)) := by
        rw [← Complex.ofReal_intCast]
        refine (Complex.continuous_ofReal.tendsto _).comp
          ((sine_coefficient_tendsto m n).congr' ?_)
        filter_upwards [self_mem_nhdsWithin] with k hk
        exact (sineCoeff_of_ne hk m n).symm
      simp only [sineBracket, poissonBracket, map_smul, LinearMap.smul_apply, twisted_mode,
        Finsupp.smul_apply, smul_eq_mul]
      exact Tendsto.const_mul _ (Tendsto.const_mul _ (hc.mul_const _))

/-- If `k N = π` for an integer `N`, every mode whose wave vector is `N` times an integer vector
has vanishing sine bracket with all elements. -/
theorem sineBracket_central {k : ℝ} {N : ℤ} (hk : k * N = Real.pi) (m : ℤ × ℤ) (x : Modes) :
    sineBracket k (mode (N * m.1, N * m.2)) x = 0 := by
  have hk0 : k ≠ 0 := by
    rintro rfl
    exact Real.pi_ne_zero (by rw [← hk, zero_mul])
  induction x using mode_induction with
  | zero => exact map_zero _
  | add x x' hx hx' => rw [map_add, hx, hx', add_zero]
  | smul a n =>
    -- the sine is evaluated at an integer multiple of π
    have h : k * (((N * m.1 : ℤ) : ℝ) * n.2 - ((N * m.2 : ℤ) : ℝ) * n.1)
        = (symp m n : ℝ) * Real.pi := by
      rw [← hk]
      simp only [symp, Int.cast_sub, Int.cast_mul]
      ring
    rw [map_smul, sineBracket_mode hk0, h, Real.sin_int_mul_pi, zero_div, Complex.ofReal_zero,
      zero_smul, smul_zero]

/-- A mode has vanishing Poisson bracket with all elements exactly when its wave vector is
zero. -/
theorem poissonBracket_central_iff (m : ℤ × ℤ) :
    (∀ x, poissonBracket (mode m) x = 0) ↔ m = 0 := by
  constructor
  · intro h
    have key : ∀ n, symp m n = 0 := by
      intro n
      have h1 := h (mode n)
      rw [poissonBracket, twisted_mode, smul_eq_zero] at h1
      rcases h1 with h1 | h1
      · exact_mod_cast h1
      · exact absurd h1 (by simp [mode])
    -- test against the two unit wave vectors
    have h1 := key (0, 1)
    have h2 := key (1, 0)
    simp [symp] at h1 h2
    exact Prod.ext h1 h2
  · rintro rfl x
    induction x using mode_induction with
    | zero => exact map_zero _
    | add x x' hx hx' => rw [map_add, hx, hx', add_zero]
    | smul a n => simp [poissonBracket, twisted_mode, symp]

end

end SineBracketTorus
```

```lean
#print axioms SineBracketTorus.sineBracket_isLieBracket
-- 'SineBracketTorus.sineBracket_isLieBracket' depends on axioms: [propext, Classical.choice, Quot.sound]
#print axioms SineBracketTorus.sineBracket_classical_limit
-- 'SineBracketTorus.sineBracket_classical_limit' depends on axioms: [propext, Classical.choice, Quot.sound]
#print axioms SineBracketTorus.sineBracket_central
-- 'SineBracketTorus.sineBracket_central' depends on axioms: [propext, Classical.choice, Quot.sound]
#print axioms SineBracketTorus.poissonBracket_central_iff
-- 'SineBracketTorus.poissonBracket_central_iff' depends on axioms: [propext, Classical.choice, Quot.sound]
```

## Reading the statements and the proof

`Modes` is the space of finitely supported complex functions on $\mathbb Z^2$, `mode m` is $e_m$, and `symp` is $\omega$. `sineCoeff` uses the sinc form, so `sineBracket 0` is the Poisson case; `sineBracket_mode` recovers the quotient for $k\neq0$. `IsLieBracket` requires $[x,x]=0$ and the Jacobi identity. The sign convention is $+\omega$: for $e_m=e^{im\cdot\theta}$, the bracket $\partial_1f\,\partial_2g-\partial_2f\,\partial_1g$ has the opposite sign.

`mode_induction` reduces linear claims to multiples of modes. `twisted_isLieBracket` uses it to derive the Lie property from antisymmetry and a cyclic identity for the constants. `sineBracket_isLieBracket` supplies both: `hadd` gives the area differences, `Real.sin_sub` expands the sines and `ring` cancels the products. `sine_coefficient_tendsto` uses continuity of sinc, and `sineBracket_classical_limit` extends the limit to fixed `x`, `y` and output wave vector `q`. `sineBracket_central` and `poissonBracket_central_iff` cover the commuting modes.

The limit is coefficient by coefficient, with no rate and no uniformity over wave vectors. Infinite Fourier series, the identification of wave vectors modulo an integer, time stepping and rounding error are not treated, so a finite-mode solver needs its own argument for the bracket it implements.
